# Dropping coupled bath levels lowers the variance of a non-interacting impurity spectrum

I take the spectrum of an impurity in a finite bath to be a set of lines: one at each eigenvalue of the one-particle Hamiltonian, weighted by the squared amplitude of that eigenvector on the impurity. When I shorten the bath by deleting levels and leaving everything else alone, the spectrum seems to get narrower. I can see this for a level far from the impurity energy, which pulls weight outwards. But what about a level that sits right at the impurity energy, or one that is very weakly coupled? And the $1/z^3$ coefficient of the impurity Green's function appears to contain the couplings but not the bath energies. Can the width really be blind to where the bath levels are?

## The width depends on the couplings alone

Yes, if width means the variance of the lines. The variance equals the sum of the squared couplings, so deleting a level lowers it exactly when that level is coupled, however weakly and at whatever energy.

Let the impurity have level $e$, and let bath level $k$ have energy $b_k$ and real coupling $V_k$. The hybridization function and the Green's function are

$$\Delta(z)=\sum_k\frac{V_k^2}{z-b_k},\qquad G(z)=\frac{1}{z-e-\Delta(z)}.$$

For large real $z$, each term of $z\Delta(z)$ can be split as

$$\frac{zV_k^2}{z-b_k}=V_k^2+\frac{V_k^2b_k}{z-b_k}\longrightarrow V_k^2 .$$

The sum is finite, so $z\Delta(z)\to\sum_kV_k^2$, and dividing by $z$ gives $\Delta(z)\to0$. The bath energies have already dropped out at this order.

Now write $D=z-e-\Delta$ for the denominator of $G$. Then

$$G-\frac1z-\frac e{z^2}=\frac{z^2-(z+e)D}{z^2D},$$

and the numerator is

$$z^2-(z+e)(z-e-\Delta)=e^2+z\Delta+e\Delta .$$

Multiplication by $z^3$ gives an exact identity:

$$z^3\left(G-\frac1z-\frac e{z^2}\right)=\frac{e^2+z\Delta+e\Delta}{D/z}.$$

Since $D/z=1-(e+\Delta)/z\to1$, the right-hand side tends to $e^2+\sum_kV_k^2$.

To connect this number with the lines, let $h$ be the Hamiltonian matrix, with index $0$ for the impurity. It has $h_{00}=e$, $h_{0k}=h_{k0}=V_k$, the energies $b_k$ on the rest of the diagonal, and zeros elsewhere. Let the columns of $U$ be orthonormal eigenvectors with energies $E_j$, so that $hU=U\,\mathrm{diag}(E)$ and $UU^T=1$. Repeated use of the first relation gives $h^mU=U\,\mathrm{diag}(E^m)$. Multiplying on the right by $U^T$ and using the second relation gives $h^m=U\,\mathrm{diag}(E^m)\,U^T$, and hence the moments

$$M_m=\sum_jU_{0j}^2E_j^m=(h^m)_{00}.$$

Thus $M_0=1$, $M_1=e$ and $M_2=h_{00}^2+\sum_kh_{0k}h_{k0}=e^2+\sum_kV_k^2$, which is the limit found above. The variance is

$$\sum_jU_{0j}^2(E_j-M_1)^2=M_2-2M_1^2+M_1^2M_0=\sum_kV_k^2 .$$

Deleting levels removes their terms from this sum. The terms are non-negative, so the sum falls strictly if one of them is nonzero and stays the same if all of them vanish.

A small case shows the effect. An impurity at 9, coupled by 12 to one bath level at 16, has lines at 25 and 0 with weights $9/25$ and $16/25$. The mean is 9 and the variance is $144=12^2$. Without the bath level, a single line at 9 remains, with variance zero.

## What the Lean statements say

`hybridization` and `greens` are $\Delta$ and $G$ for real $z$, and `atTop` means $z\to+\infty$. `greens_third_coefficient` is the limit, for any finite bath, including an empty one. The poles of $G$ do no harm, because a limit at infinity ignores what happens at bounded $z$.

The bath levels are labelled by a finite type `ι`. The matrix `starHamiltonian` is indexed by `Option ι`, where `none` is the impurity and `some k` is bath level $k$. `IsEigenbasis` collects the two relations for $U$ and $E$. `spectralMoment` and `spectralVariance` are computed from the lines, so the value $\sum_kV_k^2$ is derived and not built into a definition. `greens_tail_eq_second_moment` then identifies the limit with the second moment.

A shortened bath is an injective map `f : κ ↪ ι` that selects the levels to keep. The compositions `b ∘ f` and `V ∘ f` say that these levels retain their energies and couplings. `truncation_narrows_iff` states that the variance of the shortened system is strictly smaller if and only if some $k$ outside the range of `f` has $V_k\neq0$.

The theorems about lines take an eigenbasis as a hypothesis. A real symmetric matrix always has one, by the spectral theorem, but the file does not invoke that theorem; `isEigenbasis_witness` supplies the two-level example above as a concrete case.

The model is non-interacting, with one impurity orbital and no direct coupling between bath levels. Variance is also a global measure: it does not give the width of an individual peak.

```lean
import Mathlib

open Filter Topology Matrix

namespace ImpuritySpectralWidth

noncomputable section

variable {ι κ n : Type*} [Fintype ι] [Fintype κ] [Fintype n]

/-- Hybridization function of a finite bath with levels `b k` and couplings `V k`,
for `z` different from every bath level. -/
def hybridization (b V : ι → ℝ) (z : ℝ) : ℝ := ∑ k, V k ^ 2 / (z - b k)

/-- Impurity Green's function with impurity level `e`, for `z` different from every bath level
and with `z - e - hybridization b V z` nonzero. -/
def greens (e : ℝ) (b V : ι → ℝ) (z : ℝ) : ℝ := 1 / (z - e - hybridization b V z)

/-- Star Hamiltonian: the impurity `none` with level `e` is coupled by `V k` to the bath
level `some k` of energy `b k`. -/
def starHamiltonian [DecidableEq ι] (e : ℝ) (b V : ι → ℝ) :
    Matrix (Option ι) (Option ι) ℝ :=
  Matrix.of fun i j => match i, j with
    | none, none => e
    | none, some k => V k
    | some k, none => V k
    | some k, some l => if k = l then b k else 0

/-- The columns of `U` are orthonormal eigenvectors of `h` with energies `E`. -/
structure IsEigenbasis [DecidableEq n] (h U : Matrix n n ℝ) (E : n → ℝ) : Prop where
  orthogonal : U * Uᵀ = 1
  eigen : h * U = U * diagonal E

/-- The `m`-th moment of the local spectrum at site `i`, whose lines lie at the energies `E j`
with weights `U i j ^ 2`. -/
def spectralMoment (U : Matrix n n ℝ) (E : n → ℝ) (i : n) (m : ℕ) : ℝ :=
  ∑ j, U i j ^ 2 * E j ^ m

/-- The variance of the local spectrum at site `i` about its first moment. -/
def spectralVariance (U : Matrix n n ℝ) (E : n → ℝ) (i : n) : ℝ :=
  ∑ j, U i j ^ 2 * (E j - spectralMoment U E i 1) ^ 2

/-- At large real `z` the hybridization function falls off as the sum of the squared couplings
divided by `z`. -/
theorem hybridization_tail (b V : ι → ℝ) :
    Tendsto (fun z => z * hybridization b V z) atTop (𝓝 (∑ k, V k ^ 2)) := by
  simp only [hybridization, Finset.mul_sum]
  refine tendsto_finsetSum _ fun k _ => ?_
  have h1 : Tendsto (fun z : ℝ => z - b k) atTop atTop := by
    simpa [sub_eq_add_neg] using tendsto_atTop_add_const_right atTop (-b k) tendsto_id
  have h2 := (h1.const_div_atTop (V k ^ 2 * b k)).const_add (V k ^ 2)
  rw [add_zero] at h2
  refine h2.congr' ?_
  filter_upwards [eventually_gt_atTop (b k)] with z hz
  have hne : z - b k ≠ 0 := sub_ne_zero.mpr hz.ne'
  rw [← mul_div_assoc, eq_div_iff hne, add_mul, div_mul_cancel₀ _ hne]
  ring

/-- Exact form of the scaled remainder of the Green's function after its first two
high-energy terms, for nonzero `z` and a nonzero denominator of the Green's function. -/
theorem greens_remainder (e : ℝ) (b V : ι → ℝ) {z : ℝ} (hz : z ≠ 0)
    (hD : z - e - hybridization b V z ≠ 0) :
    z ^ 3 * (greens e b V z - 1 / z - e / z ^ 2) =
      (e ^ 2 + z * hybridization b V z + e * hybridization b V z) /
        ((z - e - hybridization b V z) / z) := by
  unfold greens
  obtain ⟨D, hD'⟩ : ∃ D, D = z - e - hybridization b V z := ⟨_, rfl⟩
  rw [← hD'] at hD ⊢
  have hH : hybridization b V z = z - e - D := by linarith
  rw [hH]
  field_simp
  ring

/-- The third high-energy coefficient of the impurity Green's function is the squared impurity
level plus the sum of the squared bath couplings. -/
theorem greens_third_coefficient (e : ℝ) (b V : ι → ℝ) :
    Tendsto (fun z => z ^ 3 * (greens e b V z - 1 / z - e / z ^ 2)) atTop
      (𝓝 (e ^ 2 + ∑ k, V k ^ 2)) := by
  have tail := hybridization_tail b V
  -- the hybridization itself vanishes at high energy
  have h0 : Tendsto (hybridization b V) atTop (𝓝 0) := by
    refine (tail.div_atTop tendsto_id).congr' ?_
    filter_upwards [eventually_gt_atTop (0 : ℝ)] with z hz
    exact mul_div_cancel_left₀ _ hz.ne'
  -- the inverse Green's function grows like `z`
  have hD : Tendsto (fun z => (z - e - hybridization b V z) / z) atTop (𝓝 1) := by
    have h := ((h0.const_add e).div_atTop tendsto_id).const_sub 1
    rw [sub_zero] at h
    refine h.congr' ?_
    filter_upwards [eventually_gt_atTop (0 : ℝ)] with z hz
    change 1 - (e + hybridization b V z) / z = _
    rw [eq_div_iff hz.ne', sub_mul, div_mul_cancel₀ _ hz.ne']
    ring
  have h := ((tail.const_add (e ^ 2)).add (h0.const_mul e)).div hD one_ne_zero
  rw [mul_zero, add_zero, div_one] at h
  refine h.congr' ?_
  filter_upwards [eventually_gt_atTop (0 : ℝ), hD.eventually_ne one_ne_zero] with z hz hne
  exact (greens_remainder e b V hz.ne' fun h' => hne (by rw [h', zero_div])).symm

/-- The moments of a local spectrum are the diagonal elements of the powers of the
Hamiltonian. -/
theorem spectralMoment_eq [DecidableEq n] {h U : Matrix n n ℝ} {E : n → ℝ}
    (hU : IsEigenbasis h U E) (i : n) (m : ℕ) : spectralMoment U E i m = (h ^ m) i i := by
  have hp : h ^ m * U = U * diagonal E ^ m := by
    induction m with
    | zero => simp
    | succ m ih =>
      rw [pow_succ, mul_assoc, hU.eigen, ← mul_assoc, ih, mul_assoc, ← pow_succ]
  have hm : h ^ m = U * diagonal (E ^ m) * Uᵀ := by
    rw [← Matrix.diagonal_pow, ← hp, mul_assoc, hU.orthogonal, mul_one]
  rw [hm, Matrix.mul_apply]
  unfold spectralMoment
  refine Finset.sum_congr rfl fun j _ => ?_
  rw [Matrix.mul_diagonal, Matrix.transpose_apply, Pi.pow_apply]
  ring

/-- The second moment of the impurity spectrum is the squared impurity level plus the sum of
the squared couplings, and its variance is that sum alone. -/
theorem impurity_moment_and_variance [DecidableEq ι] {e : ℝ} {b V : ι → ℝ}
    {U : Matrix (Option ι) (Option ι) ℝ} {E : Option ι → ℝ}
    (hU : IsEigenbasis (starHamiltonian e b V) U E) :
    spectralMoment U E none 2 = e ^ 2 + ∑ k, V k ^ 2 ∧
      spectralVariance U E none = ∑ k, V k ^ 2 := by
  have m0 : spectralMoment U E none 0 = 1 := by
    rw [spectralMoment_eq hU, pow_zero, Matrix.one_apply_eq]
  have m1 : spectralMoment U E none 1 = e := by
    rw [spectralMoment_eq hU, pow_one]
    simp [starHamiltonian]
  have m2 : spectralMoment U E none 2 = e ^ 2 + ∑ k, V k ^ 2 := by
    rw [spectralMoment_eq hU, pow_two, Matrix.mul_apply, Fintype.sum_option]
    simp [starHamiltonian, pow_two]
  -- expand the square about an arbitrary centre
  have key : ∀ c : ℝ, ∑ j, U none j ^ 2 * (E j - c) ^ 2 = spectralMoment U E none 2
      - 2 * c * spectralMoment U E none 1 + c ^ 2 * spectralMoment U E none 0 := by
    intro c
    simp only [spectralMoment, Finset.mul_sum, ← Finset.sum_sub_distrib,
      ← Finset.sum_add_distrib]
    refine Finset.sum_congr rfl fun j _ => ?_
    ring
  refine ⟨m2, ?_⟩
  unfold spectralVariance
  rw [key, m0, m1, m2]
  ring

/-- The third high-energy coefficient of the impurity Green's function is the second moment of
the impurity spectrum of the star Hamiltonian. -/
theorem greens_tail_eq_second_moment [DecidableEq ι] {e : ℝ} {b V : ι → ℝ}
    {U : Matrix (Option ι) (Option ι) ℝ} {E : Option ι → ℝ}
    (hU : IsEigenbasis (starHamiltonian e b V) U E) :
    Tendsto (fun z => z ^ 3 * (greens e b V z - 1 / z - e / z ^ 2)) atTop
      (𝓝 (spectralMoment U E none 2)) := by
  rw [(impurity_moment_and_variance hU).1]
  exact greens_third_coefficient e b V

/-- Keeping only the bath levels selected by `f`, with their energies and couplings unchanged,
lowers the variance of the impurity spectrum exactly when some dropped level is coupled. -/
theorem truncation_narrows_iff [DecidableEq ι] [DecidableEq κ] (f : κ ↪ ι)
    {e : ℝ} {b V : ι → ℝ}
    {U : Matrix (Option ι) (Option ι) ℝ} {E : Option ι → ℝ}
    {U' : Matrix (Option κ) (Option κ) ℝ} {E' : Option κ → ℝ}
    (hU : IsEigenbasis (starHamiltonian e b V) U E)
    (hU' : IsEigenbasis (starHamiltonian e (b ∘ f) (V ∘ f)) U' E') :
    spectralVariance U' E' none < spectralVariance U E none ↔
      ∃ k, k ∉ Set.range f ∧ V k ≠ 0 := by
  rw [(impurity_moment_and_variance hU).2, (impurity_moment_and_variance hU').2]
  have hs : ∑ i, (V ∘ f) i ^ 2 = ∑ k ∈ Finset.univ.map f, V k ^ 2 := by
    rw [Finset.sum_map]
    rfl
  rw [hs]
  constructor
  · intro h
    by_contra hc
    refine h.ne (Finset.sum_subset (Finset.subset_univ _) fun k _ hk => ?_)
    by_contra hV
    exact hc ⟨k, fun ⟨i, hi⟩ => hk (Finset.mem_map.mpr ⟨i, Finset.mem_univ _, hi⟩),
      fun h0 => hV (by simp [h0])⟩
  · rintro ⟨k, hk, hV⟩
    refine Finset.sum_lt_sum_of_subset (Finset.subset_univ _) (Finset.mem_univ k) ?_ ?_
      fun j _ _ => sq_nonneg _
    · intro hm
      obtain ⟨i, _, hi⟩ := Finset.mem_map.mp hm
      exact hk ⟨i, hi⟩
    · positivity

/-- An impurity at level 9 coupled by 12 to one bath level at 16 has an orthonormal eigenbasis
with energies 25 and 0. -/
theorem isEigenbasis_witness :
    IsEigenbasis (starHamiltonian 9 (fun _ : Unit => 16) (fun _ => 12))
      (Matrix.of fun i j => i.elim (j.elim (3 / 5) fun _ => 4 / 5)
        (fun _ => j.elim (4 / 5) fun _ => -3 / 5))
      (fun j => j.elim 25 fun _ => 0) := by
  constructor
  · ext i j
    rcases i with _ | ⟨⟩ <;> rcases j with _ | ⟨⟩ <;>
      simp [Matrix.mul_apply, Fintype.sum_option] <;> norm_num
  · ext i j
    rw [Matrix.mul_diagonal, Matrix.mul_apply, Fintype.sum_option]
    rcases i with _ | ⟨⟩ <;> rcases j with _ | ⟨⟩ <;>
      simp [starHamiltonian] <;> norm_num

end

end ImpuritySpectralWidth
```

```lean
#print axioms ImpuritySpectralWidth.impurity_moment_and_variance
-- 'ImpuritySpectralWidth.impurity_moment_and_variance' depends on axioms: [propext, Classical.choice, Quot.sound]
#print axioms ImpuritySpectralWidth.greens_tail_eq_second_moment
-- 'ImpuritySpectralWidth.greens_tail_eq_second_moment' depends on axioms: [propext, Classical.choice, Quot.sound]
#print axioms ImpuritySpectralWidth.truncation_narrows_iff
-- 'ImpuritySpectralWidth.truncation_narrows_iff' depends on axioms: [propext, Classical.choice, Quot.sound]
```

## From the algebra to the proof

`hybridization_tail` splits each term as above and adds the limits with `tendsto_finsetSum`. `greens_remainder` is the exact identity: it names the denominator `D`, replaces the hybridization by `z - e - D`, and leaves the fractions to `field_simp` and `ring`. `greens_third_coefficient` combines the limits of numerator and denominator.

`spectralMoment_eq` proves $h^mU=U\,\mathrm{diag}(E)^m$ by induction on $m$, multiplies by $U^T$ and reads off the diagonal element. `impurity_moment_and_variance` evaluates the moments of order 0, 1 and 2; its step `key` expands the square about an arbitrary centre `c`, which is then set to the mean.

In `truncation_narrows_iff`, the sum over kept levels is first rewritten as a sum over a subset of the full bath. If no dropped level is coupled, `Finset.sum_subset` makes the two sums equal, which contradicts a strict inequality. If one is coupled, `Finset.sum_lt_sum_of_subset` gives the strict inequality.

## Identities that need to hold only at large $z$

The limit rests on `Tendsto.congr'`. This lemma carries a limit from one function to another when the two agree eventually, here for all sufficiently large $z$. That suits the algebra, which divides by $z$, by $z-b_k$ and by $D$, and so fails at some finite points.

The agreement is shown with `filter_upwards`, which takes facts that are eventually true and lets the proof work at a single $z$ where all of them hold. For $z>0$ and $z>b_k$ such facts are immediate. For $D\neq0$ one might expect to need an explicit bound on $z$ in terms of the energies and couplings. The proof avoids this: $D/z$ tends to 1, so `hD.eventually_ne one_ne_zero` says that it is eventually nonzero, and then $D$ is nonzero too. The limit needed for the quotient thus also justifies the identity to which it is applied.

## Shortening a bath in practice

For a non-interacting impurity with a finite bath, the result gives a simple check on bath truncation in Green's function embedding: the variance lost is the sum of $V_k^2$ over the deleted levels. If the remaining couplings are readjusted so that $\sum_kV_k^2$ is restored, the variance is restored as well, even with fewer levels.

The positions of the bath levels do matter for the shape of the spectrum. Working out $(h^3)_{00}$ by hand gives $e^3+2e\sum_kV_k^2+\sum_kV_k^2b_k$, a formula that the file does not prove, so the bath energies first enter at the third moment.
